# Same-spin doubles amplitudes from spin invariance: $t_{ij}^{ab}-t_{ij}^{ba}$

## Question

In coupled-cluster doubles on a closed-shell reference, two electrons leave occupied spatial orbitals $i,j$ and enter virtual spatial orbitals $a,b$. Each electron has spin $\alpha$ or $\beta$ before and after, so the spin-orbital amplitudes for fixed $i,j,a,b$ fill a $4\times4$ matrix $M_{ijab}$. The claim is that if these matrices commute with the total spin operators $S_+$ and $S_-$, and change sign when $a,b$ are exchanged together with the outgoing spins, then both same-spin amplitudes equal $t_{ij}^{ab}-t_{ij}^{ba}$, where $t_{ij}^{ab}$ is the opposite-spin amplitude. How does one state and prove this in Lean 4 with Mathlib?

## Answer

### Modelling choices

A spin is an element of `Fin 2`, with $\alpha=0$ and $\beta=1$. `TwoSpin` is the type of real matrices indexed by pairs of spins. The entry $M(\sigma\tau,\sigma'\tau')$ has outgoing spins $\sigma,\tau$ as row and incoming spins $\sigma',\tau'$ as column. In $M_{ijab}$, written `M i j a b`, the spins $\sigma,\tau$ belong to $a,b$ and $\sigma',\tau'$ to $i,j$.

The matrices `raise` and `lower` are $s_+$ and $s_-$ with $\hbar=1$: $s_+\beta=\alpha$, $s_-\alpha=\beta$, $s_+\alpha=s_-\beta=0$. The function `total` builds $s\otimes1+1\otimes s$, which gives $S_\pm$. The matrix `spinSwap`, written $P$ here, has entries $P(\sigma\tau,\sigma'\tau')=\delta_{\sigma\tau'}\delta_{\tau\sigma'}$. `SpinInvariant M` says $MS_+=S_+M$ and $MS_-=S_-M$.

Occupied and virtual labels come from arbitrary types `O` and `V`. `AntisymVirtual M` is $M_{ijba}(\tau\sigma,\rho)=-M_{ijab}(\sigma\tau,\rho)$ for every incoming pair $\rho$, and `AntisymOccupied M` is $M_{jiab}(\rho,\tau\sigma)=-M_{ijab}(\rho,\sigma\tau)$ for every outgoing pair $\rho$. `oppositeSpin M i j a b` is $t_{ij}^{ab}=M_{ijab}(\alpha\beta,\alpha\beta)$, and `fromSpatial t i j a b` is $F_{ijab}=t_{ij}^{ab}\,1-t_{ij}^{ba}P$ for any real array $t$.

The model contains no Fock space, cluster operator, Hamiltonian or amplitude equations. Invariance of each matrix and antisymmetry are hypotheses; they are not derived from a second-quantised operator commuting with total spin. Amplitudes are real, and singly occupied orbitals of an open-shell reference are not modelled.

### Derivation by hand

On the basis $\alpha\alpha,\alpha\beta,\beta\alpha,\beta\beta$,
$$S_+\alpha\alpha=0,\quad S_+\alpha\beta=S_+\beta\alpha=\alpha\alpha,\quad S_+\beta\beta=\alpha\beta+\beta\alpha,$$
$$S_-\alpha\alpha=\alpha\beta+\beta\alpha,\quad S_-\alpha\beta=S_-\beta\alpha=\beta\beta,\quad S_-\beta\beta=0.$$

Step 1. If $M$ commutes with $S_+$ and $S_-$, it commutes with $S_+S_--S_-S_+=\operatorname{diag}(2,0,0,-2)$, so every entry joining basis states with different diagonal values vanishes. Six entries remain:
$$M=\begin{pmatrix}x&0&0&0\\0&p&r&0\\0&q&u&0\\0&0&0&y\end{pmatrix},\qquad p=M(\alpha\beta,\alpha\beta),\quad q=M(\beta\alpha,\alpha\beta).$$
Applying $MS_+=S_+M$ to $\alpha\beta$ gives $x\,\alpha\alpha=(p+q)\,\alpha\alpha$. Applying $MS_-=S_-M$ to $\alpha\alpha$ gives $(p+r)\,\alpha\beta+(q+u)\,\beta\alpha=x(\alpha\beta+\beta\alpha)$, and to $\alpha\beta$ gives $y\,\beta\beta=(p+q)\,\beta\beta$. From $p+r=x=p+q$ follows $r=q$; from $q+u=x=p+q$ follows $u=p$. With $x=y=p+q$ this is $M=p\,1+qP$.

Step 2. Conversely, $P(A\otimes B)=(B\otimes A)P$ for one-spin matrices $A,B$, so $P$ commutes with $s\otimes1+1\otimes s$, and every $p\,1+qP$ is invariant. Commuting with $S_+$ alone is weaker: $S_+$ commutes with itself, but $S_+(\alpha\alpha,\alpha\beta)=1$, while that entry is $0$ for both $1$ and $P$.

Step 3. Virtual antisymmetry with $\sigma=\beta$, $\tau=\alpha$, $\rho=\alpha\beta$ reads $t_{ij}^{ba}=-M_{ijab}(\beta\alpha,\alpha\beta)$. In step 1 therefore $p=t_{ij}^{ab}$ and $q=-t_{ij}^{ba}$, so $M_{ijab}=t_{ij}^{ab}\,1-t_{ij}^{ba}P$.

Step 4. Both $1$ and $P$ have entry $1$ at $(\alpha\alpha,\alpha\alpha)$ and at $(\beta\beta,\beta\beta)$, so
$$M_{ijab}(\alpha\alpha,\alpha\alpha)=M_{ijab}(\beta\beta,\beta\beta)=t_{ij}^{ab}-t_{ij}^{ba}.$$

Step 5. For any $t$,
$$F_{ijab}(\sigma\tau,\sigma'\tau')=t_{ij}^{ab}\delta_{\sigma\sigma'}\delta_{\tau\tau'}-t_{ij}^{ba}\delta_{\sigma\tau'}\delta_{\tau\sigma'}.$$
This is invariant by step 2. Exchanging $a\leftrightarrow b$ and $\sigma\leftrightarrow\tau$ interchanges the two terms and reverses the sign, and the $(\alpha\beta,\alpha\beta)$ entry is $t_{ij}^{ab}$. Exchanging $i\leftrightarrow j$ and $\sigma'\leftrightarrow\tau'$ gives $t_{ji}^{ab}\delta_{\sigma\tau'}\delta_{\tau\sigma'}-t_{ji}^{ba}\delta_{\sigma\sigma'}\delta_{\tau\tau'}$. Setting this equal to $-F_{ijab}$ at $(\alpha\beta,\alpha\beta)$ forces $t_{ji}^{ba}=t_{ij}^{ab}$. That symmetry, used for $(a,b)$ and for $(b,a)$, also makes both terms match.

### The Lean file

```lean
import Mathlib

open Matrix
open scoped Kronecker

namespace SpinAdaptedDoubles

local notation "α" => (0 : Fin 2)

local notation "β" => (1 : Fin 2)

/-- Real operators on the space of two spins one half; rows carry the outgoing spins and
columns the incoming spins. -/
abbrev TwoSpin := Matrix (Fin 2 × Fin 2) (Fin 2 × Fin 2) ℝ

/-- One-electron raising operator `s₊`, sending `β` to `α`. -/
def raise : Matrix (Fin 2) (Fin 2) ℝ := !![0, 1; 0, 0]

/-- One-electron lowering operator `s₋`, sending `α` to `β`. -/
def lower : Matrix (Fin 2) (Fin 2) ℝ := !![0, 0; 1, 0]

/-- The total two-spin operator `s ⊗ 1 + 1 ⊗ s` built from a one-spin operator `s`. -/
def total (s : Matrix (Fin 2) (Fin 2) ℝ) : TwoSpin :=
  s ⊗ₖ (1 : Matrix (Fin 2) (Fin 2) ℝ) + (1 : Matrix (Fin 2) (Fin 2) ℝ) ⊗ₖ s

/-- The operator that exchanges the two spins. -/
def spinSwap : TwoSpin := Matrix.of fun s t => if s = t.swap then 1 else 0

/-- A two-spin operator is spin invariant if it commutes with total `S₊` and total `S₋`. -/
def SpinInvariant (M : TwoSpin) : Prop :=
  M * total raise = total raise * M ∧ M * total lower = total lower * M

/-- A spin-invariant operator is `p 1 + q Swap` with `p` its `(αβ, αβ)` entry and `q` its
`(βα, αβ)` entry. -/
theorem SpinInvariant.eq_combination {M : TwoSpin} (h : SpinInvariant M) :
    M = M (α, β) (α, β) • (1 : TwoSpin) + M (β, α) (α, β) • spinSwap := by
  -- the two commutators, entry by entry, are 32 linear equations for the 16 entries
  have e₁ : ∀ a b c d : Fin 2,
      (M * total raise) (a, b) (c, d) = (total raise * M) (a, b) (c, d) := by
    intro a b c d
    rw [h.1]
  have e₂ : ∀ a b c d : Fin 2,
      (M * total lower) (a, b) (c, d) = (total lower * M) (a, b) (c, d) := by
    intro a b c d
    rw [h.2]
  simp only [Fin.forall_fin_two] at e₁ e₂
  simp [total, raise, lower, Matrix.mul_apply, Fintype.sum_prod_type, Fin.sum_univ_two,
    Matrix.one_apply] at e₁ e₂
  casesm* _ ∧ _
  -- each entry of the claim follows from them by linear elimination
  have key : ∀ a b c d : Fin 2, M (a, b) (c, d) =
      (M (α, β) (α, β) • (1 : TwoSpin) + M (β, α) (α, β) • spinSwap) (a, b) (c, d) := by
    simp only [Fin.forall_fin_two]
    repeat' apply And.intro
    all_goals (simp [spinSwap] <;> linarith)
  ext ⟨a, b⟩ ⟨c, d⟩
  exact key a b c d

/-- Every combination `p 1 + q Swap` commutes with total `S₊` and total `S₋`. -/
theorem spinInvariant_combination (p q : ℝ) :
    SpinInvariant (p • (1 : TwoSpin) + q • spinSwap) := by
  constructor <;> ext ⟨a, b⟩ ⟨c, d⟩ <;>
    fin_cases a <;> fin_cases b <;> fin_cases c <;> fin_cases d <;>
    simp [total, raise, lower, spinSwap, Matrix.mul_apply, Fintype.sum_prod_type,
      Fin.sum_univ_two, Matrix.one_apply] <;> ring

/-- A real two-spin operator commutes with total `S₊` and `S₋` exactly when it has the form
`p 1 + q Swap`. -/
theorem spinInvariant_iff (M : TwoSpin) :
    SpinInvariant M ↔ ∃ p q : ℝ, M = p • (1 : TwoSpin) + q • spinSwap := by
  constructor
  · intro h
    exact ⟨_, _, h.eq_combination⟩
  · rintro ⟨p, q, rfl⟩
    exact spinInvariant_combination p q

/-- Total `S₊` commutes with total `S₊` but is not of the form `p 1 + q Swap`. -/
theorem raising_alone_not_enough :
    Commute (total raise) (total raise) ∧
      ¬ ∃ p q : ℝ, total raise = p • (1 : TwoSpin) + q • spinSwap := by
  refine ⟨Commute.refl _, ?_⟩
  rintro ⟨p, q, h⟩
  have e := congrFun (congrFun h (α, α)) (α, β)
  simp [total, raise, spinSwap] at e

variable {O V : Type*}

/-- The amplitudes change sign when the virtual orbitals `a, b` are exchanged together with
the outgoing spins. -/
def AntisymVirtual (M : O → O → V → V → TwoSpin) : Prop :=
  ∀ i j a b σ τ ρ, M i j b a (τ, σ) ρ = -M i j a b (σ, τ) ρ

/-- The amplitudes change sign when the occupied orbitals `i, j` are exchanged together with
the incoming spins. -/
def AntisymOccupied (M : O → O → V → V → TwoSpin) : Prop :=
  ∀ i j a b ρ σ τ, M j i a b ρ (τ, σ) = -M i j a b ρ (σ, τ)

/-- The opposite-spin amplitude `t_ij^ab`, the `(αβ, αβ)` entry of `M_ijab`. -/
def oppositeSpin (M : O → O → V → V → TwoSpin) (i j : O) (a b : V) : ℝ :=
  M i j a b (α, β) (α, β)

/-- The family `t_ij^ab 1 - t_ij^ba Swap` built from spatial amplitudes `t`. -/
def fromSpatial (t : O → O → V → V → ℝ) (i j : O) (a b : V) : TwoSpin :=
  t i j a b • (1 : TwoSpin) - t i j b a • spinSwap

/-- Spin-invariant amplitudes antisymmetric in the virtual pair are
`t_ij^ab 1 - t_ij^ba Swap` with `t` their opposite-spin entries. -/
theorem amplitudes_eq_fromSpatial {M : O → O → V → V → TwoSpin}
    (hinv : ∀ i j a b, SpinInvariant (M i j a b)) (hanti : AntisymVirtual M)
    (i j : O) (a b : V) : M i j a b = fromSpatial (oppositeSpin M) i j a b := by
  -- antisymmetry identifies the exchange coefficient with `-t_ij^ba`
  have ha : M i j b a (α, β) (α, β) = -M i j a b (β, α) (α, β) := hanti i j a b β α (α, β)
  calc M i j a b
      = M i j a b (α, β) (α, β) • (1 : TwoSpin) + M i j a b (β, α) (α, β) • spinSwap :=
        (hinv i j a b).eq_combination
    _ = fromSpatial (oppositeSpin M) i j a b := by
        simp only [fromSpatial, oppositeSpin]
        rw [ha, neg_smul, sub_neg_eq_add]

/-- For spin-invariant amplitudes antisymmetric in the virtual pair, the `(αα, αα)` and
`(ββ, ββ)` entries both equal `t_ij^ab - t_ij^ba`. -/
theorem same_spin_amplitudes {M : O → O → V → V → TwoSpin}
    (hinv : ∀ i j a b, SpinInvariant (M i j a b)) (hanti : AntisymVirtual M)
    (i j : O) (a b : V) :
    M i j a b (α, α) (α, α) = oppositeSpin M i j a b - oppositeSpin M i j b a ∧
      M i j a b (β, β) (β, β) = oppositeSpin M i j a b - oppositeSpin M i j b a := by
  have h := amplitudes_eq_fromSpatial hinv hanti i j a b
  -- both `1` and `Swap` have unit same-spin diagonal entries
  constructor <;> (rw [h]; simp [fromSpatial, spinSwap])

/-- For any spatial amplitudes `t`, the family `t_ij^ab 1 - t_ij^ba Swap` is spin invariant,
antisymmetric in the virtual pair, and has opposite-spin entries `t`. -/
theorem fromSpatial_spec (t : O → O → V → V → ℝ) :
    (∀ i j a b, SpinInvariant (fromSpatial t i j a b)) ∧ AntisymVirtual (fromSpatial t) ∧
      oppositeSpin (fromSpatial t) = t := by
  refine ⟨fun i j a b => ?_, ?_, ?_⟩
  · have h : fromSpatial t i j a b
        = t i j a b • (1 : TwoSpin) + (-t i j b a) • spinSwap := by
      rw [fromSpatial, neg_smul, sub_eq_add_neg]
    rw [h]
    exact spinInvariant_combination _ _
  · rintro i j a b σ τ ⟨ρ, ρ'⟩
    fin_cases σ <;> fin_cases τ <;> fin_cases ρ <;> fin_cases ρ' <;>
      simp [fromSpatial, spinSwap]
  · funext i j a b
    simp [oppositeSpin, fromSpatial, spinSwap]

/-- The family `t_ij^ab 1 - t_ij^ba Swap` is antisymmetric in the occupied pair exactly when
`t_ji^ba = t_ij^ab`. -/
theorem antisymOccupied_iff (t : O → O → V → V → ℝ) :
    AntisymOccupied (fromSpatial t) ↔ ∀ i j a b, t j i b a = t i j a b := by
  constructor
  · intro h i j a b
    have e := h i j a b (α, β) α β
    simpa [fromSpatial, spinSwap, Matrix.one_apply] using e
  · rintro h i j a b ⟨ρ, ρ'⟩ σ τ
    have h₁ := h i j a b
    have h₂ := h i j b a
    fin_cases σ <;> fin_cases τ <;> fin_cases ρ <;> fin_cases ρ' <;>
      simp [fromSpatial, spinSwap, h₁, h₂]

/-- Spatial amplitudes `t_ij^ab = δ_ia δ_jb` on two occupied and two virtual orbitals. -/
def pairedAmplitudes (i j a b : Fin 2) : ℝ := if i = a ∧ j = b then 1 else 0

/-- The family built from `t_ij^ab = δ_ia δ_jb` is spin invariant, antisymmetric in both
orbital pairs, and has a same-spin entry equal to one. -/
theorem same_spin_amplitudes_witness :
    (∀ i j a b, SpinInvariant (fromSpatial pairedAmplitudes i j a b)) ∧
      AntisymVirtual (fromSpatial pairedAmplitudes) ∧
      AntisymOccupied (fromSpatial pairedAmplitudes) ∧
      fromSpatial pairedAmplitudes 0 1 0 1 (α, α) (α, α) = 1 := by
  refine ⟨(fromSpatial_spec _).1, (fromSpatial_spec _).2.1, (antisymOccupied_iff _).2 ?_, ?_⟩
  · intro i j a b
    simp only [pairedAmplitudes, and_comm]
  · simp [fromSpatial, pairedAmplitudes, spinSwap]

end SpinAdaptedDoubles
```

```lean
#print axioms SpinAdaptedDoubles.spinInvariant_iff
-- 'SpinAdaptedDoubles.spinInvariant_iff' depends on axioms: [propext, Classical.choice, Quot.sound]
#print axioms SpinAdaptedDoubles.raising_alone_not_enough
-- 'SpinAdaptedDoubles.raising_alone_not_enough' depends on axioms: [propext, Classical.choice, Quot.sound]
#print axioms SpinAdaptedDoubles.same_spin_amplitudes
-- 'SpinAdaptedDoubles.same_spin_amplitudes' depends on axioms: [propext, Classical.choice, Quot.sound]
```

### Remarks

The main theorem `same_spin_amplitudes` reads: for any family `M` with `hinv` (every $M_{ijab}$ invariant) and `hanti` (virtual antisymmetry), and any $i,j,a,b$, the two same-spin diagonal entries equal `oppositeSpin M i j a b - oppositeSpin M i j b a`. Occupied antisymmetry is not a hypothesis. For real closed-shell doubles amplitudes that satisfy these two assumptions, the opposite-spin array $t$ determines all sixteen spin components of each $M_{ijab}$, so a calculation need store only $t$.

`SpinInvariant.eq_combination` is step 1, reached without the detour through the diagonal commutator. The statements `e₁` and `e₂` are the two commutation relations entry by entry, and `simp` evaluates the products. In `key`, `simp` alone closes the two entries $(\alpha\beta,\alpha\beta)$ and $(\beta\alpha,\alpha\beta)$ that define the coefficients, and `linarith` obtains the other fourteen as linear consequences. `spinInvariant_combination` is the first half of step 2, checked entry by entry with `fin_cases` in place of the tensor identity for $P$. `spinInvariant_iff` joins the two directions, and `raising_alone_not_enough` compares the entry `(α, α)`, `(α, β)`.

In `amplitudes_eq_fromSpatial`, `ha` is the instance `hanti i j a b β α (α, β)` of step 3, and the `calc` block substitutes it into the combination. `same_spin_amplitudes` rewrites with that result and evaluates the two entries. `fromSpatial_spec` and `antisymOccupied_iff` are step 5; the forward direction uses the single instance `h i j a b (α, β) α β`, the backward one uses the symmetry twice as `h₁` and `h₂`. `same_spin_amplitudes_witness` takes $t_{ij}^{ab}=\delta_{ia}\delta_{jb}$ on labels $0,1$, where the delta compares only the numerical labels. The family is invariant, antisymmetric in both pairs, and $F_{0101}(\alpha\alpha,\alpha\alpha)=t_{01}^{01}-t_{01}^{10}=1-0=1$, so the same-spin entry is not forced to vanish.

As a numerical instance with arbitrary values, take $t_{ij}^{ab}=0.05$ and $t_{ij}^{ba}=0.02$:
$$M_{ijab}=\begin{pmatrix}0.03&0&0&0\\0&0.05&-0.02&0\\0&-0.02&0.05&0\\0&0&0&0.03\end{pmatrix}.$$
Here $MS_+\alpha\beta=0.03\,\alpha\alpha$ and $S_+M\alpha\beta=(0.05-0.02)\,\alpha\alpha$ agree. The partner $M_{ijba}=0.02\cdot1-0.05P$ has same-spin entries $-0.03$, and its $(\alpha\beta,\alpha\beta)$ entry $0.02$ is minus the $(\beta\alpha,\alpha\beta)$ entry above.

The smallest non-empty case has one occupied orbital $i$ and one virtual orbital $a$. Putting $b=a$ in the theorems gives same-spin entries $t_{ii}^{aa}-t_{ii}^{aa}=0$, in line with the exclusion of two equal spins from one spatial orbital, and $M_{iiaa}=t_{ii}^{aa}(1-P)$. An observation the file does not state is that $1-P$ is twice the projector on the normalised singlet $(\alpha\beta-\beta\alpha)/\sqrt2$.

The pattern in `SpinInvariant.eq_combination` is reusable when the hypotheses are small matrix identities linear in the unknown entries and the goal is linear in them too. One restates the identity entrywise under `∀ a b c d : Fin 2`, expands the quantifiers into a conjunction with `simp only [Fin.forall_fin_two]`, evaluates the products with `Matrix.mul_apply`, `Fintype.sum_prod_type` and `Fin.sum_univ_two`, and splits the result with `casesm* _ ∧ _`. All scalar equations are then in the context, and `linarith` finds the elimination without the equations being named.
